# Two non-commuting observables of a two-level system whose anticommutator is positive semidefinite

The theorem concerns two fixed 2×2 complex matrices, P = diag(3, 1) and H with rows (6, 9) and (9, 36), which can be read as observables of a two-level system. It states that both are Hermitian, that they do not commute, and that PH + HP is nonetheless positive semidefinite, so its expectation value is non-negative in every state. Since P is not a projector, the example shows that positivity of PH + HP does not force two Hermitian matrices to commute when neither is required to be idempotent. The proof checks Hermiticity entry by entry and non-commutation from the upper-right entries of the two products, which are 27 and 9. For positivity it writes PH + HP as C†C, where C has rows (6, 6) and (0, 6).

An attempt in Lean 4 with a fault in it:

```lean
import Mathlib

open Matrix
open scoped ComplexOrder

namespace IdempotenceNeeded

noncomputable section

variable {n : Type*} [Fintype n]

/-- The symmetrized product `PH + HP` of two matrices. -/
def symProd (P H : Matrix n n ℂ) : Matrix n n ℂ := P * H + H * P

/-- Idempotence cannot be dropped: the Hermitian matrices `diag(3, 1)` and `(6, 9; 9, 36)` do not
commute, yet their symmetrized product is positive semidefinite. -/
theorem idempotence_needed :
    (!![3, 0; 0, 1] : Matrix (Fin 2) (Fin 2) ℂ).IsHermitian ∧
      (!![6, 9; 9, 36] : Matrix (Fin 2) (Fin 2) ℂ).IsHermitian ∧
      (!![3, 0; 0, 1] * !![6, 9; 9, 36] : Matrix (Fin 2) (Fin 2) ℂ)
        ≠ !![6, 9; 9, 36] * !![3, 0; 0, 1] ∧
      (symProd (!![3, 0; 0, 1] : Matrix (Fin 2) (Fin 2) ℂ) !![6, 9; 9, 36]).PosSemidef := by
  refine ⟨?_, ?_, ?_, ?_⟩
  · unfold Matrix.IsHermitian
    ext i j
    fin_cases i <;> fin_cases j <;> simp
  · unfold Matrix.IsHermitian
    ext i j
    fin_cases i <;> fin_cases j <;> simp
  · intro h
    have h01 := congrFun (congrFun h 0) 1
    norm_num [Matrix.mul_apply, Fin.sum_univ_succ] at h01
  · -- a Cholesky factor of the symmetrized product
    have hC : symProd (!![3, 0; 0, 1] : Matrix (Fin 2) (Fin 2) ℂ) !![6, 9; 9, 36]
        = (!![6, 6; 0, 6] : Matrix (Fin 2) (Fin 2) ℂ)ᴴ * !![6, 6; 0, 6] := by
      ext i j
      fin_cases i <;> fin_cases j <;>
        simp [symProd, Matrix.mul_apply, Fin.sum_univ_succ] <;> norm_num
    rw [hC]
    exact Matrix.posSemidef_conjTranspose_mul_self _

end

end IdempotenceNeeded
```

The error:

```
Main.lean:35:75: error: unsolved goals
case «0».«0»
⊢ 36 = (starRingEnd ℂ) 6 * 6

case «0».«1»
⊢ 36 = (starRingEnd ℂ) 6 * 6

case «1».«0»
⊢ 36 = (starRingEnd ℂ) 6 * 6

case «1».«1»
⊢ 72 = (starRingEnd ℂ) 6 * 6 + (starRingEnd ℂ) 6 * 6
```

The mended proof, as a diff:

```diff
@@ -31,7 +31,16 @@
     have h01 := congrFun (congrFun h 0) 1
     norm_num [Matrix.mul_apply, Fin.sum_univ_succ] at h01
-  · -- a Cholesky factor of the symmetrized product
+  · have h6 : star (6 : ℂ) = 6 := map_ofNat (starRingEnd ℂ) 6
+    have hT : (!![6, 6; 0, 6] : Matrix (Fin 2) (Fin 2) ℂ)ᴴ = !![6, 0; 6, 6] := by
+      ext i j
+      fin_cases i <;> fin_cases j
+      · exact h6
+      · exact star_zero _
+      · exact h6
+      · exact h6
+    -- a Cholesky factor of the symmetrized product
     have hC : symProd (!![3, 0; 0, 1] : Matrix (Fin 2) (Fin 2) ℂ) !![6, 9; 9, 36]
         = (!![6, 6; 0, 6] : Matrix (Fin 2) (Fin 2) ℂ)ᴴ * !![6, 6; 0, 6] := by
+      rw [hT]
       ext i j
       fin_cases i <;> fin_cases j <;>
```

The error is in `hC`, the identity PH + HP = C†C. The identity is true, but in all four entries the `simp` and `norm_num` calls leave `(starRingEnd ℂ) 6`, the complex conjugate of 6, unevaluated. With that factor in place, a goal such as `36 = (starRingEnd ℂ) 6 * 6` is not closed as arithmetic. The missing fact is only that 6 is its own conjugate; the messages do not show why the simplifier failed to use it.

The repair supplies that fact by hand. `h6` proves `star (6 : ℂ) = 6` from `map_ofNat`, and `hT` uses it, with `star_zero` for the zero entry, to show that C† is the explicit matrix `!![6, 0; 6, 6]`. Then `rw [hT]` puts this matrix into the goal before the entries are compared, so no conjugate appears and the same `simp` and `norm_num` calls have only numerals to evaluate. Moving the comment about the Cholesky factor is mere tidying.
